# With energy-independent broadening, the Green function of a finite open device exists at every real energy exactly when its contacts damp every eigenstate

## One level and one contact

Take a single level of energy $\varepsilon$, coupled to a contact that broadens it by the same $\gamma\ge 0$ at every energy. Its retarded Green function at the real energy $E$ is the inverse of the number

$$a(E)=E-\varepsilon+\tfrac{i}{2}\gamma .$$

The real and imaginary parts both vanish only if $E=\varepsilon$ and $\gamma=0$. A coupled level therefore has a Green function at every real energy, while an uncoupled level has none at its own energy.

The energy-resolved occupation $g$ of the level at $E$ obeys the steady-state equation $a\,g\,a^*=s$, where $s$ is the in-scattering from the contact. If $a\neq0$, then $g=s/|a|^2$. If $a=0$, the equation reads $0=s$ and says nothing about $g$. With several levels, the question is which states play the part of the uncoupled level.

## Hamiltonian, broadening and in-scattering

The device has finitely many orthonormal orbitals, a Hermitian Hamiltonian $H$ and a broadening matrix $\Gamma$ that represents the contacts. We write

$$A(E)=E\,\mathbb 1-H+\tfrac{i}{2}\Gamma .$$

The retarded Green function is $A(E)^{-1}$. Any level shift due to the contacts is included in $H$. The matrix $\Gamma$ is positive semidefinite: contacts may drain a state or leave it alone, but they don't amplify it. An eigenvector $v$ of $H$ with $\Gamma v=0$ is an undamped bound state.

The energy-resolved occupation matrix $G$ obeys the steady-state kinetic equation

$$A(E)\,G\,A(E)^\dagger=S,$$

which is postulated here. Here $S$ is the in-scattering from the contacts. Where $A(E)$ is invertible, this is the Keldysh equation $G=A^{-1}S(A^{-1})^\dagger$ in another form.

## The criterion and its Lean reading

The main theorem, `green_exists_iff_no_undamped_state`, says that for Hermitian $H$ and positive semidefinite $\Gamma$, $A(E)$ is invertible at every real $E$ if and only if $\Gamma v\neq0$ for every eigenvector $v$ of $H$. The eigenvalue `μ` is allowed to be complex, and its reality is proved. In a degenerate level the condition applies to every superposition, not just to the members of one chosen basis.

In the file, `n` is the finite set of orbitals, `invGreen H Γ E` is $A(E)$, and `IsUnit` means invertible. The expression `M *ᵥ v` is $Mv$, `star v ⬝ᵥ w` is $v^\dagger w$, and `vecMulVec v (star v)` is $vv^\dagger$. The kinetic equation is `IsSteady H Γ S E G`.

Four further theorems complete the picture:

- `isUnit_invGreen_iff` is the criterion at one fixed energy.
- `steady_iff_keldysh` says that, without an undamped state at $E$, the kinetic equation holds exactly for $G=A^{-1}S(A^{-1})^\dagger$.
- `occupation_undetermined` starts from a normalised undamped state $v$ and a positive semidefinite solution $G$. For every real $c\ge0$, $G+c\,vv^\dagger$ is also a positive semidefinite solution, and its occupation of $v$ is larger by $c$.
- `two_site_device` applies the question of invertibility to a two-site chain.

The existence of a first solution $G$ is a hypothesis of `occupation_undetermined`, and no upper limit from the Pauli principle is imposed on $c$. The model is non-interacting, and the all-energy theorem uses the same $H$ and $\Gamma$ at every $E$. The energy is a fixed parameter in the kinetic equation, so the integration over energy that gives a total particle number is left aside.

## Damping is the imaginary part of an expectation value

For a Hermitian matrix $M$, $(v^\dagger Mv)^*=v^\dagger M^\dagger v=v^\dagger Mv$, so the expectation value is real. Now let $A(E)v=0$. Multiplication by $v^\dagger$ from the left gives

$$E\,v^\dagger v-v^\dagger Hv+\tfrac{i}{2}\,v^\dagger\Gamma v=0 .$$

All three products are real, so the imaginary part gives $v^\dagger\Gamma v=0$. Since $\Gamma$ is positive semidefinite, it can be written as $B^\dagger B$. Then $\|Bv\|^2=0$, hence $Bv=0$ and $\Gamma v=0$. What remains of $A(E)v=0$ is $Hv=Ev$. Conversely, $Hv=Ev$ and $\Gamma v=0$ give $A(E)v=0$ by insertion. Thus

$$A(E)v=0\iff Hv=Ev\ \text{ and }\ \Gamma v=0 .$$

A square matrix is invertible exactly when it annihilates no nonzero vector. This proves the criterion at fixed $E$.

For the statement about all energies, suppose first that no eigenvector is annihilated by $\Gamma$. Then none is annihilated at any particular real $E$, and every $A(E)$ is invertible. Conversely, let every $A(E)$ be invertible and let $Hv=\mu v$ with $v\neq0$. In $v^\dagger Hv=\mu\,v^\dagger v$ the left side is real and $v^\dagger v>0$, so $\mu$ is real. The criterion at $E=\mu$ gives $\Gamma v\neq0$.

## What the contacts can and cannot fix

If $A$ is invertible, we multiply $AGA^\dagger=S$ by $A^{-1}$ from the left and by $(A^\dagger)^{-1}=(A^{-1})^\dagger$ from the right. This gives

$$G=A^{-1}S(A^{-1})^\dagger,$$

and inserting this $G$ returns $S$. The in-scattering then determines every occupation at this energy.

If $v$ is a normalised undamped state at $E$, then $Av=0$ and

$$A\,(G+c\,vv^\dagger)A^\dagger=AGA^\dagger+c\,(Av)(Av)^\dagger=S .$$

For $c\ge0$ the new matrix is still positive semidefinite, because $w^\dagger(G+c\,vv^\dagger)w=w^\dagger Gw+c\,|v^\dagger w|^2\ge0$ for every $w$. With $v^\dagger v=1$, the occupation of $v$ becomes

$$v^\dagger(G+c\,vv^\dagger)v=v^\dagger Gv+c .$$

A finite $c$ at one single energy doesn't change an integral over energy. A bound state of energy $E_b$ contributes to the particle number through a term in $G$ proportional to $\delta(E-E_b)\,vv^\dagger$. The kinetic equation leaves the weight of this term free as well, because $A(E)v=(E-E_b)v$ and $(E-E_b)^2\,\delta(E-E_b)=0$. This step is not part of the Lean file.

For device simulation with a finite, non-interacting Hamiltonian, this means that the occupation of an undamped bound state needs input beyond the contact in-scattering, such as a relaxation process or an initial condition.

## Two sites and the limit of weak hopping

Let two sites at zero energy be joined by a real hopping $t$, with a contact of strength $\gamma>0$ on the first site only. Then

$$A(E)=\begin{pmatrix}E+\tfrac{i}{2}\gamma&-t\\-t&E\end{pmatrix},\qquad
\det A(E)=E^2-t^2+\tfrac{i}{2}\gamma E .$$

If the determinant vanishes, its imaginary part forces $E=0$, and its real part then forces $t=0$. Conversely, for $t=0$ the determinant vanishes at $E=0$. The Green function therefore exists at all real energies exactly when $t\neq0$. One contact is enough to damp both eigenstates, since for $t\ne0$ each of them, $(1,\pm1)/\sqrt2$, has weight on the first site.

The limit $t\to0$ shows how the Green function is lost. At $E=0$ its entry on the second site is

$$\left[A(0)^{-1}\right]_{22}=-\frac{i\gamma}{2t^2},$$

which is finite for every $t\neq0$ and diverges as the second site is cut off.

## The Lean file

```lean
import Mathlib

open Matrix
open scoped ComplexOrder

namespace UndampedBoundStates

noncomputable section

variable {n : Type*} [Fintype n] [DecidableEq n]

/-- The matrix `E - H + i Γ / 2` of a device with Hamiltonian `H` and contact broadening `Γ`,
whose inverse is the retarded Green function at the real energy `E`. -/
def invGreen (H Γ : Matrix n n ℂ) (E : ℝ) : Matrix n n ℂ :=
  (E : ℂ) • (1 : Matrix n n ℂ) - H + (Complex.I / 2) • Γ

/-- The steady-state kinetic equation at energy `E`: the occupation matrix `G` balances the
in-scattering `S` from the contacts. -/
def IsSteady (H Γ S : Matrix n n ℂ) (E : ℝ) (G : Matrix n n ℂ) : Prop :=
  invGreen H Γ E * G * (invGreen H Γ E)ᴴ = S

/-- The action of `E - H + i Γ / 2` on a state. -/
theorem invGreen_mulVec (H Γ : Matrix n n ℂ) (E : ℝ) (v : n → ℂ) :
    invGreen H Γ E *ᵥ v = (E : ℂ) • v - H *ᵥ v + (Complex.I / 2) • (Γ *ᵥ v) := by
  simp only [invGreen, Matrix.add_mulVec, Matrix.sub_mulVec, Matrix.smul_mulVec,
    Matrix.one_mulVec]

omit [DecidableEq n] in
/-- The expectation value of a Hermitian matrix in any state is real. -/
theorem expectation_im {M : Matrix n n ℂ} (hM : M.IsHermitian) (v : n → ℂ) :
    (star v ⬝ᵥ M *ᵥ v).im = 0 := by
  have h : star (star v ⬝ᵥ M *ᵥ v) = star v ⬝ᵥ M *ᵥ v := by
    rw [← Matrix.star_dotProduct, Matrix.star_mulVec, hM.eq, ← Matrix.dotProduct_mulVec]
  exact Complex.conj_eq_iff_im.mp h

/-- For Hermitian `H` and positive semidefinite `Γ`, the states annihilated by
`E - H + i Γ / 2` are those that satisfy `H v = E v` and are annihilated by `Γ`. -/
theorem invGreen_mulVec_eq_zero_iff {H Γ : Matrix n n ℂ} (hH : H.IsHermitian)
    (hΓ : Γ.PosSemidef) (E : ℝ) (v : n → ℂ) :
    invGreen H Γ E *ᵥ v = 0 ↔ H *ᵥ v = (E : ℂ) • v ∧ Γ *ᵥ v = 0 := by
  rw [invGreen_mulVec]
  constructor
  · intro h
    have key : ∀ s a g : ℂ, s.im = 0 → a.im = 0 → g.im = 0 →
        (E : ℂ) * s - a + Complex.I / 2 * g = 0 → g = 0 := by
      intro s a g hs ha hg h0
      have him := congrArg Complex.im h0
      simp [hs, ha] at him
      exact Complex.ext (by simpa using him) (by simpa using hg)
    have hs : (star v ⬝ᵥ v).im = 0 := by
      simpa only [Matrix.one_mulVec] using
        expectation_im (Matrix.isHermitian_one (n := n) (α := ℂ)) v
    -- the imaginary part of the expectation value isolates the damping
    have h1 := congrArg (fun w => star v ⬝ᵥ w) h
    simp only [dotProduct_add, dotProduct_sub, dotProduct_smul, smul_eq_mul,
      dotProduct_zero] at h1
    have hg := key _ _ _ hs (expectation_im hH v) (expectation_im hΓ.isHermitian v) h1
    have hΓv : Γ *ᵥ v = 0 := (hΓ.dotProduct_mulVec_zero_iff v).mp hg
    rw [hΓv, smul_zero, add_zero] at h
    exact ⟨(sub_eq_zero.mp h).symm, hΓv⟩
  · rintro ⟨h1, h2⟩
    rw [h1, h2, smul_zero, add_zero, sub_self]

/-- For Hermitian `H` and positive semidefinite `Γ`, the Green function exists at the real
energy `E` iff `Γ` annihilates no eigenvector of `H` with eigenvalue `E`. -/
theorem isUnit_invGreen_iff {H Γ : Matrix n n ℂ} (hH : H.IsHermitian)
    (hΓ : Γ.PosSemidef) (E : ℝ) :
    IsUnit (invGreen H Γ E) ↔
      ∀ v : n → ℂ, v ≠ 0 → H *ᵥ v = (E : ℂ) • v → Γ *ᵥ v ≠ 0 := by
  rw [Matrix.isUnit_iff_isUnit_det, isUnit_iff_ne_zero, ne_eq,
    ← Matrix.exists_mulVec_eq_zero_iff]
  constructor
  · intro h v hv h1 h2
    exact h ⟨v, hv, (invGreen_mulVec_eq_zero_iff hH hΓ E v).mpr ⟨h1, h2⟩⟩
  · rintro h ⟨v, hv, h0⟩
    obtain ⟨h1, h2⟩ := (invGreen_mulVec_eq_zero_iff hH hΓ E v).mp h0
    exact h v hv h1 h2

/-- For Hermitian `H` and positive semidefinite `Γ`, the matrix `E - H + i Γ / 2` is invertible
at every real energy iff no eigenvector of `H` is annihilated by `Γ`. -/
theorem green_exists_iff_no_undamped_state {H Γ : Matrix n n ℂ} (hH : H.IsHermitian)
    (hΓ : Γ.PosSemidef) :
    (∀ E : ℝ, IsUnit (invGreen H Γ E)) ↔
      ∀ (μ : ℂ) (v : n → ℂ), v ≠ 0 → H *ᵥ v = μ • v → Γ *ᵥ v ≠ 0 := by
  constructor
  · intro h μ v hv hμ
    -- the eigenvalue of a Hermitian matrix is real
    have hs : (star v ⬝ᵥ v).im = 0 := by
      simpa only [Matrix.one_mulVec] using
        expectation_im (Matrix.isHermitian_one (n := n) (α := ℂ)) v
    have hs0 : (star v ⬝ᵥ v).re ≠ 0 := fun h0 =>
      hv (dotProduct_star_self_eq_zero.mp (Complex.ext h0 hs))
    have him := expectation_im hH v
    rw [hμ, dotProduct_smul, smul_eq_mul, Complex.mul_im, hs, mul_zero, zero_add] at him
    have hμ0 : μ.im = 0 := (mul_eq_zero.mp him).resolve_right hs0
    have hμr : μ = (μ.re : ℂ) := Complex.ext (by simp) (by simp [hμ0])
    rw [hμr] at hμ
    exact (isUnit_invGreen_iff hH hΓ μ.re).mp (h μ.re) v hv hμ
  · intro h E
    exact (isUnit_invGreen_iff hH hΓ E).mpr fun v hv h1 => h E v hv h1

/-- For Hermitian `H` and positive semidefinite `Γ`, if `Γ` annihilates no eigenvector of `H`
at energy `E`, the in-scattering `S` fixes the occupation matrix by the Keldysh equation. -/
theorem steady_iff_keldysh {H Γ : Matrix n n ℂ} (hH : H.IsHermitian) (hΓ : Γ.PosSemidef)
    (E : ℝ) (hE : ∀ v : n → ℂ, v ≠ 0 → H *ᵥ v = (E : ℂ) • v → Γ *ᵥ v ≠ 0)
    (S G : Matrix n n ℂ) :
    IsSteady H Γ S E G ↔ G = (invGreen H Γ E)⁻¹ * S * ((invGreen H Γ E)⁻¹)ᴴ := by
  have hu := (Matrix.isUnit_iff_isUnit_det _).mp ((isUnit_invGreen_iff hH hΓ E).mpr hE)
  unfold IsSteady
  generalize invGreen H Γ E = A at hu ⊢
  have h1 : A⁻¹ * A = 1 := Matrix.nonsing_inv_mul A hu
  have h2 : A * A⁻¹ = 1 := Matrix.mul_nonsing_inv A hu
  have h3 : Aᴴ * (A⁻¹)ᴴ = 1 := by
    rw [← Matrix.conjTranspose_mul, h1, Matrix.conjTranspose_one]
  have h4 : (A⁻¹)ᴴ * Aᴴ = 1 := by
    rw [← Matrix.conjTranspose_mul, h2, Matrix.conjTranspose_one]
  constructor
  · rintro rfl
    calc G = (A⁻¹ * A) * G * (Aᴴ * (A⁻¹)ᴴ) := by rw [h1, h3, one_mul, mul_one]
      _ = A⁻¹ * (A * G * Aᴴ) * (A⁻¹)ᴴ := by simp only [mul_assoc]
  · rintro rfl
    calc A * (A⁻¹ * S * (A⁻¹)ᴴ) * Aᴴ = (A * A⁻¹) * S * ((A⁻¹)ᴴ * Aᴴ) := by
          simp only [mul_assoc]
      _ = S := by rw [h2, h4, one_mul, mul_one]

/-- Let `v` be a normalised eigenstate of `H` at energy `E` that `Γ` annihilates. Adding `c v v†`
with `c ≥ 0` to a positive semidefinite steady occupation matrix gives another one for the same
in-scattering, with the occupation of `v` raised by `c`. -/
theorem occupation_undetermined {H Γ S G : Matrix n n ℂ} {E : ℝ} {v : n → ℂ}
    (hv : star v ⬝ᵥ v = 1) (hHv : H *ᵥ v = (E : ℂ) • v) (hΓv : Γ *ᵥ v = 0)
    (hG : G.PosSemidef) (hS : IsSteady H Γ S E G) {c : ℝ} (hc : 0 ≤ c) :
    (G + (c : ℂ) • vecMulVec v (star v)).PosSemidef ∧
      IsSteady H Γ S E (G + (c : ℂ) • vecMulVec v (star v)) ∧
      star v ⬝ᵥ (G + (c : ℂ) • vecMulVec v (star v)) *ᵥ v = star v ⬝ᵥ G *ᵥ v + c := by
  refine ⟨hG.add ((Matrix.posSemidef_vecMulVec_self_star v).smul
    (Complex.zero_le_real.mpr hc)), ?_, ?_⟩
  · -- the added term is invisible to the kinetic equation
    have hA : invGreen H Γ E *ᵥ v = 0 := by
      rw [invGreen_mulVec, hHv, hΓv, smul_zero, add_zero, sub_self]
    have hP : invGreen H Γ E * vecMulVec v (star v) = 0 := by
      rw [Matrix.mul_vecMulVec, hA, Matrix.zero_vecMulVec]
    unfold IsSteady at hS ⊢
    rw [Matrix.mul_add, Matrix.mul_smul, hP, smul_zero, add_zero, hS]
  · have hP : vecMulVec v (star v) *ᵥ v = v := by
      ext i
      have hs : ∑ j, star v j * v j = 1 := hv
      simp only [Matrix.mulVec, dotProduct, Matrix.vecMulVec_apply, mul_assoc,
        ← Finset.mul_sum]
      rw [hs, mul_one]
    rw [Matrix.add_mulVec, Matrix.smul_mulVec, hP, dotProduct_add, dotProduct_smul, hv,
      smul_eq_mul, mul_one]

/-- Two sites at zero on-site energy with real hopping `t`, and a contact of strength `γ > 0` on
the first site only: the Green function exists at every real energy iff `t ≠ 0`. -/
theorem two_site_device {t γ : ℝ} (hγ : 0 < γ) :
    (∀ E : ℝ, IsUnit (invGreen !![0, (t : ℂ); (t : ℂ), 0] !![(γ : ℂ), 0; 0, 0] E)) ↔
      t ≠ 0 := by
  have hdet : ∀ E : ℝ, (invGreen !![0, (t : ℂ); (t : ℂ), 0] !![(γ : ℂ), 0; 0, 0] E).det =
      ((E * E - t * t : ℝ) : ℂ) + ((γ * E / 2 : ℝ) : ℂ) * Complex.I := by
    intro E
    rw [Matrix.det_fin_two]
    simp [invGreen]
    ring
  simp only [Matrix.isUnit_iff_isUnit_det, isUnit_iff_ne_zero, hdet]
  constructor
  · intro h ht
    exact h 0 (by simp [ht])
  · intro ht E h
    have hre := congrArg Complex.re h
    have him := congrArg Complex.im h
    simp only [Complex.add_re, Complex.mul_re, Complex.ofReal_re, Complex.ofReal_im,
      Complex.I_re, Complex.I_im, Complex.zero_re] at hre
    simp only [Complex.add_im, Complex.mul_im, Complex.ofReal_re, Complex.ofReal_im,
      Complex.I_re, Complex.I_im, Complex.zero_im] at him
    -- damping forces zero energy, and then the hopping must vanish
    have hγE : γ * E = 0 := by linarith
    have hE : E = 0 := (mul_eq_zero.mp hγE).resolve_left hγ.ne'
    rw [hE] at hre
    have htt : t * t = 0 := by linarith
    exact ht (mul_self_eq_zero.mp htt)

end

end UndampedBoundStates
```

```lean
#print axioms UndampedBoundStates.green_exists_iff_no_undamped_state
#print axioms UndampedBoundStates.steady_iff_keldysh
#print axioms UndampedBoundStates.occupation_undetermined
#print axioms UndampedBoundStates.two_site_device
```

```
'UndampedBoundStates.green_exists_iff_no_undamped_state' depends on axioms: [propext, Classical.choice, Quot.sound]
'UndampedBoundStates.steady_iff_keldysh' depends on axioms: [propext, Classical.choice, Quot.sound]
'UndampedBoundStates.occupation_undetermined' depends on axioms: [propext, Classical.choice, Quot.sound]
'UndampedBoundStates.two_site_device' depends on axioms: [propext, Classical.choice, Quot.sound]
```

## From the expectation value to the tactics

`invGreen_mulVec` writes out $A(E)v$ term by term. `expectation_im` shows that $v^\dagger Mv$ equals its own complex conjugate, which for a complex number means that the imaginary part is zero.

The central lemma is `invGreen_mulVec_eq_zero_iff`. Its step `key` concerns only numbers: if `s`, `a` and `g` have zero imaginary part and $Es-a+\tfrac{i}{2}g=0$, then $g=0$. The step `h1` takes the product of $A(E)v=0$ with $v^\dagger$, and `key` is applied to the result with $s=v^\dagger v$, $a=v^\dagger Hv$ and $g=v^\dagger\Gamma v$. Mathlib's `dotProduct_mulVec_zero_iff` then supplies the passage from $v^\dagger\Gamma v=0$ to $\Gamma v=0$, for which the derivation above used $\Gamma=B^\dagger B$. The converse is the insertion of both conditions by `rw`.

`isUnit_invGreen_iff` turns invertibility into a nonzero determinant, and `Matrix.exists_mulVec_eq_zero_iff` turns a zero determinant into a nonzero vector in the kernel. The central lemma identifies that vector as an undamped state.

In `green_exists_iff_no_undamped_state`, the forward direction first proves that the eigenvalue is real. Here `hs0` says that $v^\dagger v\neq0$, and `hμ0` is the resulting $\operatorname{Im}\mu=0$. The fixed-energy criterion is then used at `μ.re`. The backward direction restricts the hypothesis to real eigenvalues.

`steady_iff_keldysh` obtains the invertibility of $A$ from the fixed-energy criterion. The equations `h1` to `h4` are the products of $A$ and $A^\dagger$ with their inverses, and the two `calc` blocks carry out the multiplication and the insertion.

`occupation_undetermined` proves its three claims separately. Positivity comes from adding a nonnegative multiple of $vv^\dagger$. For the kinetic equation, `hA` is $Av=0$ and the first `hP` is $A\,vv^\dagger=0$, so the added term disappears. For the occupation, the second `hP` is $(vv^\dagger)v=v$, which uses the normalisation. This theorem assumes neither that $H$ is Hermitian nor that $\Gamma$ is positive semidefinite.

`two_site_device` works directly with the determinant, computed in `hdet`, and not through the general criterion. The equations `him` and `hre` are its imaginary and real parts. The first gives `hE`, that is $E=0$, and the second then gives $t^2=0$, which contradicts $t\neq0$.
